# While the potential stays below 2c², a positive constant shift raises the lowest ZORA eigenvalue by at least that constant

Take one large and one small component, with numbers \(v\) and \(w\) for the potential on them, \(p\) for \(\sigma\cdot p\) and \(c\) for the speed of light, so that in atomic units the energy in the zeroth-order regular approximation (ZORA) is \(v+c^2|p|^2/(2c^2-w)\). Adding \(s>0\) to both \(v\) and \(w\), with \(w+s<2c^2\), raises the first term by \(s\) and also shrinks the denominator of the second, so for \(p\neq0\) the energy rises by more than \(s\).

```lean
import Mathlib

open Matrix
open scoped ComplexOrder

namespace ZoraGaugeShift

noncomputable section

variable {n k : Type*} [Fintype n] [DecidableEq n] [Fintype k] [DecidableEq k]

/-- The kinetic operator `P† diag(d) P` with a real weight `d i` on each small component. -/
def kinetic (P : Matrix k n ℂ) (d : k → ℝ) : Matrix n n ℂ :=
  Pᴴ * diagonal (fun i => (d i : ℂ)) * P

/-- The ZORA Hamiltonian with both potentials shifted by `s`:
`V + s + c² P† (2c² - W - s)⁻¹ P`, for `W i + s ≠ 2c²`. -/
def zora (V : Matrix n n ℂ) (P : Matrix k n ℂ) (W : k → ℝ) (c s : ℝ) : Matrix n n ℂ :=
  V + (s : ℂ) • (1 : Matrix n n ℂ) + kinetic P (fun i => c ^ 2 / (2 * c ^ 2 - W i - s))

/-- The change of the ZORA kinetic weight under the shift `s`,
for `W i ≠ 2c²` and `W i + s ≠ 2c²`. -/
def shiftGain (c : ℝ) (W : k → ℝ) (s : ℝ) : k → ℝ :=
  fun i => c ^ 2 / (2 * c ^ 2 - W i - s) - c ^ 2 / (2 * c ^ 2 - W i)

/-- `E` is the lowest real eigenvalue of `H`. -/
def IsGroundEnergy (H : Matrix n n ℂ) (E : ℝ) : Prop :=
  IsLeast {e : ℝ | ∃ x : n → ℂ, x ≠ 0 ∧ H *ᵥ x = (e : ℂ) • x} E

private lemma shift_mulVec (a : ℂ) (x : n → ℂ) : (a • (1 : Matrix n n ℂ)) *ᵥ x = a • x := by
  rw [Matrix.smul_mulVec, Matrix.one_mulVec]

omit [Fintype n] in
private lemma shift_herm (r : ℝ) : ((r : ℂ) • (1 : Matrix n n ℂ)).IsHermitian := by
  simp [Matrix.IsHermitian, Matrix.conjTranspose_smul]

omit [Fintype n] [DecidableEq n] in
private lemma kinetic_herm (P : Matrix k n ℂ) (d : k → ℝ) : (kinetic P d).IsHermitian := by
  apply Matrix.isHermitian_conjTranspose_mul_mul
  rw [Matrix.IsHermitian, Matrix.diagonal_conjTranspose]
  exact congrArg Matrix.diagonal (funext fun i => Complex.conj_ofReal _)

private lemma weighted_pos {ι : Type*} [Fintype ι] {d : ι → ℝ} (hd : ∀ i, 0 < d i)
    {y : ι → ℂ} (hy : y ≠ 0) : 0 < ∑ i, d i * ‖y i‖ ^ 2 := by
  obtain ⟨i, hi⟩ := Function.ne_iff.mp hy
  exact Finset.sum_pos' (fun j _ => mul_nonneg (hd j).le (sq_nonneg _))
    ⟨i, Finset.mem_univ i, mul_pos (hd i) (pow_pos (norm_pos_iff.mpr hi) 2)⟩

omit [Fintype k] [DecidableEq k] in
private lemma gain_pos {c s : ℝ} {W : k → ℝ} (hc : 0 < c) (hs : 0 < s)
    (hW : ∀ i, W i < 2 * c ^ 2 - s) (i : k) : 0 < shiftGain c W s i :=
  sub_pos.mpr (div_lt_div_of_pos_left (pow_pos hc 2) (by linarith [hW i]) (by linarith))

omit [DecidableEq n] in
/-- The kinetic expectation value is the weighted sum of the squared moduli of the
components of `P x`. -/
theorem kinetic_expectation (P : Matrix k n ℂ) (d : k → ℝ) (x : n → ℂ) :
    star x ⬝ᵥ (kinetic P d *ᵥ x) = ((∑ i, d i * ‖(P *ᵥ x) i‖ ^ 2 : ℝ) : ℂ) := by
  rw [kinetic, ← Matrix.mulVec_mulVec, ← Matrix.mulVec_mulVec, Matrix.dotProduct_mulVec,
    ← Matrix.star_mulVec]
  simp only [dotProduct, Matrix.mulVec_diagonal, Pi.star_apply]
  push_cast
  refine Finset.sum_congr rfl fun i _ => ?_
  have h : star ((P *ᵥ x) i) * (P *ᵥ x) i = (‖(P *ᵥ x) i‖ : ℂ) ^ 2 := Complex.conj_mul' _
  linear_combination (d i : ℂ) * h

omit [Fintype n] in
/-- What the shifted Hamiltonian gains beyond the constant `s` is a kinetic operator
weighted by the change of the ZORA kinetic weight. -/
theorem shift_excess (V : Matrix n n ℂ) (P : Matrix k n ℂ) (W : k → ℝ) (c s : ℝ) :
    zora V P W c s - zora V P W c 0 - (s : ℂ) • (1 : Matrix n n ℂ)
      = kinetic P (shiftGain c W s) := by
  have h : kinetic P (shiftGain c W s) = kinetic P (fun i => c ^ 2 / (2 * c ^ 2 - W i - s))
      - kinetic P (fun i => c ^ 2 / (2 * c ^ 2 - W i)) := by
    simp only [kinetic, shiftGain]
    rw [← Matrix.sub_mul, ← Matrix.mul_sub, Matrix.diagonal_sub]
    simp only [Complex.ofReal_sub]
  rw [h]
  simp only [zora, sub_zero, Complex.ofReal_zero, zero_smul, add_zero]
  abel

/-- For a positive shift that keeps `W + s` below `2c²`, the operator `H(s) - H(0) - s`
is positive semidefinite. -/
theorem shift_excess_posSemidef (V : Matrix n n ℂ) (P : Matrix k n ℂ) {W : k → ℝ} {c s : ℝ}
    (hc : 0 < c) (hs : 0 < s) (hW : ∀ i, W i < 2 * c ^ 2 - s) :
    (zora V P W c s - zora V P W c 0 - (s : ℂ) • (1 : Matrix n n ℂ)).PosSemidef := by
  rw [shift_excess]
  refine Matrix.PosSemidef.of_dotProduct_mulVec_nonneg (kinetic_herm P _) fun x => ?_
  rw [kinetic_expectation]
  exact Complex.zero_le_real.mpr (Finset.sum_nonneg fun i _ =>
    mul_nonneg (gain_pos hc hs hW i).le (sq_nonneg _))

/-- For a positive shift that keeps `W + s` below `2c²`, the operator `H(s) - H(0) - s` is positive
definite exactly when `P` is injective. -/
theorem shift_excess_posDef_iff (V : Matrix n n ℂ) (P : Matrix k n ℂ) {W : k → ℝ} {c s : ℝ}
    (hc : 0 < c) (hs : 0 < s) (hW : ∀ i, W i < 2 * c ^ 2 - s) :
    (zora V P W c s - zora V P W c 0 - (s : ℂ) • (1 : Matrix n n ℂ)).PosDef
      ↔ ∀ x : n → ℂ, P *ᵥ x = 0 → x = 0 := by
  rw [shift_excess]
  constructor
  · intro h x hx
    by_contra hne
    have hp := h.dotProduct_mulVec_pos hne
    rw [kinetic_expectation, hx] at hp
    simp at hp
  · intro h
    refine Matrix.posDef_iff_dotProduct_mulVec.mpr ⟨kinetic_herm P _, ?_⟩
    intro x hx
    rw [kinetic_expectation]
    exact Complex.zero_lt_real.mpr (weighted_pos (gain_pos hc hs hW) fun h0 => hx (h x h0))

/-- Variational principle: a Hermitian matrix minus its lowest eigenvalue is positive
semidefinite. -/
theorem variational {H : Matrix n n ℂ} (hH : H.IsHermitian) {E : ℝ}
    (hE : IsGroundEnergy H E) : (H - (E : ℂ) • (1 : Matrix n n ℂ)).PosSemidef := by
  have hA := hH.sub (shift_herm (n := n) E)
  rw [hA.posSemidef_iff_eigenvalues_nonneg]
  intro j
  have hv := hA.mulVec_eigenvectorBasis j
  have hv0 : (hA.eigenvectorBasis j).ofLp ≠ 0 := fun h =>
    hA.eigenvectorBasis.orthonormal.ne_zero j (PiLp.ext fun i => congrFun h i)
  rw [Matrix.sub_mulVec, shift_mulVec] at hv
  -- an eigenvector of `H - E` is one of `H`, with its eigenvalue raised by `E`
  have hle : E ≤ hA.eigenvalues j + E := by
    refine hE.2 ⟨_, hv0, funext fun i => ?_⟩
    have hi := congrFun hv i
    simp only [Pi.sub_apply, Pi.smul_apply, smul_eq_mul, Complex.real_smul] at hi ⊢
    push_cast
    linear_combination hi
  change 0 ≤ hA.eigenvalues j
  linarith

/-- For Hermitian `V` and an eigenvector `x` of `H(s)` with eigenvalue `E`, the excess `E - s - E₀`
over the shifted ground energy of `H(0)`, times the squared norm of `x`, is at least the kinetic
gain. -/
theorem excess_lower_bound {V : Matrix n n ℂ} (hV : V.IsHermitian) (P : Matrix k n ℂ)
    (W : k → ℝ) (c s : ℝ) {E₀ E : ℝ} (h₀ : IsGroundEnergy (zora V P W c 0) E₀)
    {x : n → ℂ} (hx : zora V P W c s *ᵥ x = (E : ℂ) • x) :
    ∑ i, shiftGain c W s i * ‖(P *ᵥ x) i‖ ^ 2 ≤ (E - s - E₀) * ∑ i, ‖x i‖ ^ 2 := by
  have hH : (zora V P W c 0).IsHermitian := (hV.add (shift_herm 0)).add (kinetic_herm P _)
  have hpos := (variational hH h₀).dotProduct_mulVec_nonneg x
  have hm : zora V P W c 0 - (E₀ : ℂ) • (1 : Matrix n n ℂ) = zora V P W c s
      - ((s : ℂ) + E₀) • (1 : Matrix n n ℂ) - kinetic P (shiftGain c W s) := by
    rw [← shift_excess V P W c s]
    module
  have hn : star x ⬝ᵥ x = ((∑ i, ‖x i‖ ^ 2 : ℝ) : ℂ) := by
    push_cast
    exact Finset.sum_congr rfl fun i _ => Complex.conj_mul' (x i)
  rw [hm, Matrix.sub_mulVec, Matrix.sub_mulVec, hx, shift_mulVec, ← sub_smul, dotProduct_sub,
    dotProduct_smul, kinetic_expectation, hn, smul_eq_mul] at hpos
  have hr : 0 ≤ (E - (s + E₀)) * ∑ i, ‖x i‖ ^ 2
      - ∑ i, shiftGain c W s i * ‖(P *ᵥ x) i‖ ^ 2 := by
    exact_mod_cast hpos
  linarith

/-- For Hermitian `V` and a positive shift `s` that keeps `W + s` below `2c²`, the lowest ZORA
eigenvalue rises by at least `s`. -/
theorem ground_rise_ge {V : Matrix n n ℂ} (hV : V.IsHermitian) (P : Matrix k n ℂ)
    {W : k → ℝ} {c s : ℝ} (hc : 0 < c) (hs : 0 < s) (hW : ∀ i, W i < 2 * c ^ 2 - s)
    {E₀ E : ℝ} (h₀ : IsGroundEnergy (zora V P W c 0) E₀)
    (h : IsGroundEnergy (zora V P W c s) E) : E₀ + s ≤ E := by
  obtain ⟨x, hx0, hx⟩ := h.1
  have hb := excess_lower_bound hV P W c s h₀ hx
  have hg : 0 ≤ ∑ i, shiftGain c W s i * ‖(P *ᵥ x) i‖ ^ 2 :=
    Finset.sum_nonneg fun i _ => mul_nonneg (gain_pos hc hs hW i).le (sq_nonneg _)
  have hN : 0 < ∑ i, ‖x i‖ ^ 2 := by
    simpa using weighted_pos (d := fun _ : n => (1 : ℝ)) (fun _ => one_pos) hx0
  by_contra hlt
  have := mul_neg_of_neg_of_pos (show E - s - E₀ < 0 by linarith) hN
  linarith

/-- For Hermitian `V` and a positive shift `s` that keeps `W + s` below `2c²`, the lowest ZORA
eigenvalue rises by exactly `s` if and only if `H(0)` has a ground state annihilated by `P`. -/
theorem ground_rise_eq_iff {V : Matrix n n ℂ} (hV : V.IsHermitian) (P : Matrix k n ℂ)
    {W : k → ℝ} {c s : ℝ} (hc : 0 < c) (hs : 0 < s) (hW : ∀ i, W i < 2 * c ^ 2 - s)
    {E₀ E : ℝ} (h₀ : IsGroundEnergy (zora V P W c 0) E₀)
    (h : IsGroundEnergy (zora V P W c s) E) :
    E = E₀ + s ↔ ∃ x : n → ℂ, x ≠ 0 ∧ zora V P W c 0 *ᵥ x = (E₀ : ℂ) • x ∧ P *ᵥ x = 0 := by
  -- on the kernel of `P` only the potential and the constant act
  have key : ∀ (t : ℝ) (x : n → ℂ), P *ᵥ x = 0 →
      zora V P W c t *ᵥ x = V *ᵥ x + (t : ℂ) • x := by
    intro t x hx
    rw [zora, kinetic, Matrix.add_mulVec, Matrix.add_mulVec, shift_mulVec,
      ← Matrix.mulVec_mulVec, hx, Matrix.mulVec_zero, add_zero]
  constructor
  · intro hE
    obtain ⟨x, hx0, hx⟩ := h.1
    have hb := excess_lower_bound hV P W c s h₀ hx
    rw [show E - s - E₀ = 0 by linarith, zero_mul] at hb
    have hP : P *ᵥ x = 0 := by
      by_contra hne
      exact not_lt_of_ge hb (weighted_pos (gain_pos hc hs hW) hne)
    refine ⟨x, hx0, ?_, hP⟩
    rw [key s x hP, hE, Complex.ofReal_add, add_smul] at hx
    rw [key 0 x hP, Complex.ofReal_zero, zero_smul, add_zero]
    exact add_right_cancel hx
  · rintro ⟨x, hx0, hx, hP⟩
    refine le_antisymm (h.2 ⟨x, hx0, ?_⟩) (ground_rise_ge hV P hc hs hW h₀ h)
    rw [key 0 x hP, Complex.ofReal_zero, zero_smul, add_zero] at hx
    rw [key s x hP, hx, Complex.ofReal_add, add_smul]

/-- For Hermitian `V`, injective `P` and a positive shift `s` that keeps `W + s` below `2c²`, the
lowest ZORA eigenvalue rises by more than `s`. -/
theorem ground_rise_gt {V : Matrix n n ℂ} (hV : V.IsHermitian) {P : Matrix k n ℂ}
    (hP : ∀ x : n → ℂ, P *ᵥ x = 0 → x = 0)
    {W : k → ℝ} {c s : ℝ} (hc : 0 < c) (hs : 0 < s) (hW : ∀ i, W i < 2 * c ^ 2 - s)
    {E₀ E : ℝ} (h₀ : IsGroundEnergy (zora V P W c 0) E₀)
    (h : IsGroundEnergy (zora V P W c s) E) : E₀ + s < E := by
  refine lt_of_le_of_ne (ground_rise_ge hV P hc hs hW h₀ h) fun he => ?_
  obtain ⟨x, hx0, _, hx⟩ := (ground_rise_eq_iff hV P hc hs hW h₀ h).mp he.symm
  exact hx0 (hP x hx)

end

end ZoraGaugeShift
```

```lean
#print axioms ZoraGaugeShift.shift_excess_posSemidef
#print axioms ZoraGaugeShift.shift_excess_posDef_iff
#print axioms ZoraGaugeShift.ground_rise_ge
#print axioms ZoraGaugeShift.ground_rise_gt
```

```
'ZoraGaugeShift.shift_excess_posSemidef' depends on axioms: [propext, Classical.choice, Quot.sound]
'ZoraGaugeShift.shift_excess_posDef_iff' depends on axioms: [propext, Classical.choice, Quot.sound]
'ZoraGaugeShift.ground_rise_ge' depends on axioms: [propext, Classical.choice, Quot.sound]
'ZoraGaugeShift.ground_rise_gt' depends on axioms: [propext, Classical.choice, Quot.sound]
```

## Lowest eigenvalues before and after the shift

The matrix version replaces \(v\) by a matrix \(V\) on the large components, \(w\) by real numbers \(W_i\), one for each small component \(i\), and \(p\) by a matrix \(P\) from large to small components, which may be rectangular. The shifted Hamiltonian, `zora V P W c s`, is

\[
H(s)=V+s+P^\dagger\,\mathrm{diag}\!\left(\frac{c^2}{2c^2-W_i-s}\right)P .
\]

For \(c>0\), \(s>0\) and \(W_i<2c^2-s\) for every \(i\), the file proves two facts about operators:

- \(H(s)-H(0)-s\) is positive semidefinite (`shift_excess_posSemidef`).
- It is positive definite exactly when \(P\) is injective, that is, when \(Px=0\) forces \(x=0\) (`shift_excess_posDef_iff`).

Now let \(V\) be Hermitian, and let \(E_0\) and \(E\) be the lowest eigenvalues of \(H(0)\) and \(H(s)\). Then:

- \(E\ge E_0+s\) (`ground_rise_ge`).
- \(E=E_0+s\) exactly when \(H(0)\) has a ground state \(x\) with \(Px=0\) (`ground_rise_eq_iff`).
- \(E>E_0+s\) if \(P\) is injective (`ground_rise_gt`).

`IsGroundEnergy H E` says that `E` is the least real number with a nonzero eigenvector. The theorems take \(E_0\) and \(E\) as given; for Hermitian matrices on at least one large component, such numbers exist.

## The potential in the denominator

In atomic units, with the rest energy subtracted, eliminating the small component from the Dirac equation gives the kinetic factor \(c^2/(2c^2+\varepsilon-W)\), where \(\varepsilon\) is the orbital energy. A constant added to the potential then moves \(\varepsilon\) and \(W\) together, and their difference is unchanged. ZORA drops \(\varepsilon\) from the denominator, so nothing compensates the shift of \(W\). Orbital energies therefore do not, in general, move by exactly the added constant. The theorems show that for a positive shift \(s\) with \(W_i+s<2c^2\) for every \(i\), this error is never negative for the lowest level of a finite one-particle matrix with a fixed potential.

The condition \(W_i<2c^2-s\) keeps every denominator positive after the shift. An attractive nuclear potential satisfies it easily for moderate \(s\), since \(W_i\) is then negative.

Physically \(V\) and \(W\) represent the same potential, but the theorems don't require any relation between them. The eigenvalue equation has no overlap matrix, so the large-component basis is taken to be orthonormal. The potential on the small components is diagonal, as it is for a local scalar potential at grid points. The continuum operator and self-consistent changes of the potential are not treated.

Injectivity of \(P\) needs at least as many small components as large ones. It can fail in familiar settings: in a periodic cell, \(\sigma\cdot p\) annihilates a constant spinor. If the potential is also constant, that spinor is a ground state and the rise is exactly \(s\).

## The excess is a kinetic energy

In \(H(s)-H(0)-s\) the matrix \(V\) and the constant cancel. What remains is \(P^\dagger\mathrm{diag}(g_i)P\), with

\[
g_i=\frac{c^2}{2c^2-W_i-s}-\frac{c^2}{2c^2-W_i}
=\frac{c^2 s}{(2c^2-W_i-s)(2c^2-W_i)}>0 .
\]

In Lean, \(g_i\) is `shiftGain c W s i`, and `shift_excess` is the operator identity. Its proof uses that `kinetic` is linear in its weights, and `abel` then cancels the common terms. The positivity of \(g_i\) is `gain_pos`, which compares two fractions with the same numerator: the smaller positive denominator gives the larger fraction.

For any vector \(x\), moving \(P^\dagger\) onto the left factor gives

\[
x^\dagger P^\dagger\mathrm{diag}(g_i)Px=\sum_i g_i\,|(Px)_i|^2 .
\]

This is `kinetic_expectation`, proved for arbitrary real weights. The sum is nonnegative, which gives semidefiniteness. It vanishes only if \(Px=0\), because one nonzero component of \(Px\) already makes it positive (`weighted_pos`). So if \(P\) is injective, the sum is positive for every \(x\ne0\). Conversely, a nonzero \(x\) with \(Px=0\) has expectation value zero and rules out definiteness. These are the two directions of `shift_excess_posDef_iff`.

## From the operator to the lowest eigenvalue

The variational principle says that \(H(0)-E_0\) is positive semidefinite. To see this, expand a vector in orthonormal eigenvectors of \(H(0)\): each contributes the squared modulus of its coefficient times its eigenvalue minus \(E_0\), which is nonnegative. The theorem `variational`, stated for any Hermitian matrix \(H\) with lowest eigenvalue \(E\), does this through the eigenvalues of \(H-E\). Adding \(E\) to any of them gives an eigenvalue of \(H\), which is at least \(E\) by minimality.

Now let \(x\) be a normalised eigenvector of \(H(s)\) with eigenvalue \(E\). The operator identity rearranges to

\[
H(0)-E_0=H(s)-(s+E_0)-P^\dagger\mathrm{diag}(g_i)P ,
\]

and the expectation value in \(x\) gives

\[
0\le E-s-E_0-\sum_i g_i\,|(Px)_i|^2 .
\]

The excess rise \(E-s-E_0\) is therefore at least the sum. This is `excess_lower_bound`, where \(x\) need not be normalised and \(E-s-E_0\) is multiplied by \(\sum_j|x_j|^2\). The step `hm` is the rearranged identity, and `exact_mod_cast` turns the complex inequality into a real one.

Since the sum is nonnegative, \(E\ge E_0+s\). Lean argues by contradiction: a negative excess times a positive squared norm would be negative.

For the equality case, suppose \(E=E_0+s\). The sum must then vanish, so \(Px=0\). On such a vector the kinetic term gives nothing, and \(H(t)x=Vx+tx\) for every real \(t\), which is the step `key`. From \(H(s)x=(E_0+s)x\) it follows that \(Vx=E_0x\), hence \(H(0)x=E_0x\), and \(x\) is a ground state of \(H(0)\) annihilated by \(P\).

Conversely, such a ground state satisfies \(H(s)x=(E_0+s)x\). Minimality gives \(E\le E_0+s\), and the general inequality gives the reverse. If \(P\) is injective, no nonzero vector is annihilated, equality is impossible, and the rise is strict.

## Shifting the potential in a grid code

A code has this structure if it computes the ZORA kinetic matrix elements between orthonormal basis functions \(\phi_a\) and \(\phi_b\) as \(\int(\sigma\cdot p\,\phi_a)^\dagger\frac{c^2}{2c^2-W}(\sigma\cdot p\,\phi_b)\), by quadrature with positive weights. Each row of \(P\) holds one spin component of \(\sigma\cdot p\) acting on the orthonormal basis functions at one grid point, multiplied by the square root of the quadrature weight. \(W_i\) is the potential at that point.

To test the shift, choose \(s>0\) with \(W_i+s<2c^2\) at every grid point, switch off self-consistent updates of the potential, add \(s\) times the identity matrix to \(V\) and \(s\) to the potential in the denominator, diagonalise again and subtract \(s\) from the new lowest eigenvalue. Up to rounding, the result must not lie below the old one. If the denominator uses a separate model potential that is left unshifted, the eigenvalue moves by exactly \(s\).

For \(|W_i|\) and \(s\) much smaller than \(c^2\), \(g_i\approx s/(4c^2)\). The expected excess is then roughly \(s\langle T\rangle/(2c^2)\), where \(\langle T\rangle\) is the expectation value of \(P^\dagger P/2\) in the normalised ground state. Close to a heavy nucleus \(|W_i|\) is not small compared with \(c^2\), and the estimate can then be too large.
